# The alignment of a core hole vanishes for every symmetric population exactly when J = 0 or J = 1/2

An X-ray photon removes a core electron from a closed-shell atom and leaves a hole of angular momentum \(J\), which can then fill by Auger decay. If the light is linearly polarised and the quantisation axis lies along the polarisation, the sublevels \(m\) and \(-m\) of the hole are equally populated, but different values of \(|m|\) need not be. In the two-step picture of ionisation followed by decay, this imbalance can make the Auger emission anisotropic. An L₃ hole, with \(J=3/2\), can carry it. It remains to settle which other holes can.

## Zero alignment and the upper bound \(J(2J-1)\)

Let \(J\) be a non-negative integer or half-integer, with \(\hbar=1\). A single hole in a closed-shell atom has half-integer \(J\); the integer values, \(J=0\) among them, are included because the same algebra covers them. Let \(p_m\) be the probability of sublevel \(m=-J,\dots,J\). The probabilities are non-negative, sum to one and satisfy \(p_m=p_{-m}\). The alignment is

\[
A=\sum_{m=-J}^{J}p_m\,w_m,\qquad w_m=3m^2-J(J+1).
\]

Three statements hold.

- \(A=0\) for every such distribution if and only if \(J=0\) or \(J=1/2\).
- The uniform distribution \(p_m=1/(2J+1)\) has \(A=0\) for every \(J\).
- \(A\le J(2J-1)\) always, and the distribution shared equally between \(m=J\) and \(m=-J\) attains this value.

For \(J=3/2\) there is also a converse to the second statement: zero alignment forces all four populations to be \(1/4\).

For Auger simulations in the two-step dipole model, starting from a closed-shell atom, the first statement means that K and L₂ holes, both with \(J=1/2\), contribute no alignment term to the electron angular distribution.

## Populations from partial cross sections, and a vanishing normalisation

Suppose a photoionisation calculation supplies a partial cross section \(\sigma_m\) for each hole sublevel. Dividing by the total gives \(p_m=\sigma_m/\sum_{m'}\sigma_{m'}\), and the alignment is the weighted sum above. In the dipole approximation, and if the photoelectron is not detected, the Auger angular distribution then has the form \(1+\alpha A_{20}P_2(\cos\theta)\), where \(\theta\) is the emission angle from the axis, \(P_2\) is the second Legendre polynomial, \(\alpha\) belongs to the Auger transition, and \(A_{20}\) is a normalised version of \(A\).

The usual normalisation divides \(A\), up to a constant, by

\[
\sqrt{J(J+1)(2J-1)(2J+3)}.
\]

This factor is zero at \(J=0\) and \(J=1/2\), exactly where \(A\) is zero for every population. A routine that divides by it therefore meets \(0/0\) for a K or L₂ hole. Storing \(n=2J\) as an integer and returning zero when \(n\le 1\), before normalising, avoids the problem and any floating-point comparison with \(1/2\).

The other two statements supply checks on the sum \(A\) before it is normalised: up to rounding, equal cross sections must give zero, and no valid input may give more than \(J(2J-1)\).

## From the weights to the two exceptional values of \(J\)

**The weights sum to zero.** Number the sublevels by \(k=0,\dots,n\), with \(n=2J\) and \(m=k-n/2\). For real \(a,b\) and a natural number \(N\), define

\[
F(N)=N\left[\frac{(N-1)(2N-1)}{2}-3a(N-1)+3a^2-b\right].
\]

Then \(F(0)=0\), and expanding gives

\[
F(N+1)-F(N)=3N^2-6aN+3a^2-b=3(N-a)^2-b.
\]

By induction, \(\sum_{k=0}^{N-1}\left[3(k-a)^2-b\right]=F(N)\). Now set \(N=2J+1\), \(a=J\) and \(b=J(J+1)\). The bracket becomes

\[
J(4J+1)-6J^2+3J^2-J^2-J=0,
\]

so \(\sum_m w_m=0\). For uniform populations \(A\) is this sum divided by \(2J+1\), and it vanishes.

**The stretched population.** Put probability \(1/2\) on \(m=J\) and \(1/2\) on \(m=-J\). For \(J=0\) these are the same sublevel, which receives probability one. The distribution is non-negative, normalised and symmetric. Both outer weights equal

\[
3J^2-J(J+1)=J(2J-1),
\]

so \(A=J(2J-1)\).

**The upper bound.** For every sublevel,

\[
J^2-m^2=\frac{n^2}{4}-\left(k-\frac n2\right)^2=k(n-k)\ge 0 .
\]

Hence \(w_m\le J(2J-1)\). Multiplying by \(p_m\ge0\) and summing, with \(\sum_m p_m=1\), gives \(A\le J(2J-1)\).

**The equivalence.** If every admissible population has zero alignment, the stretched one does, so \(J(2J-1)=0\) and \(J\) is \(0\) or \(1/2\). Conversely, for \(J=0\) the only sublevel is \(m=0\), and for \(J=1/2\) the sublevels are \(m=\pm1/2\). In both cases \(m^2=J^2\) throughout, so every weight equals \(J(2J-1)=0\) and \(A=0\).

**The L₃ case.** For \(J=3/2\) the weights are \(3\) at \(m=\pm3/2\) and \(-3\) at \(m=\pm1/2\). With the symmetry,

\[
A=6\,(p_{3/2}-p_{1/2}).
\]

If \(A=0\), the two populations are equal, and \(2p_{3/2}+2p_{1/2}=1\) makes each of them \(1/4\).

**A lower bound by the same comparison.** Replacing \(m^2\le J^2\) by the smallest possible \(m^2\) bounds the alignment from below. For integer \(J\) this gives \(A\ge -J(J+1)\), attained with all population in \(m=0\). For half-integer \(J\) it gives \(A\ge \tfrac34-J(J+1)\), attained by sharing the population between \(m=\pm1/2\). These two lower bounds are derived here by hand only; the Lean file treats the upper one.

## The Lean file, with \(J=n/2\)

```lean
import Mathlib

open Finset

namespace CoreHoleAlignment

noncomputable section

/-- The angular momentum `J = n / 2` of the hole, labelled by the natural number `n = 2J`. -/
def spin (n : ℕ) : ℝ := (n : ℝ) / 2

/-- The magnetic quantum number `m = k - J` of sublevel `k = 0, ..., 2J`. -/
def mag (n : ℕ) (k : Fin (n + 1)) : ℝ := ((k : ℕ) : ℝ) - (n : ℝ) / 2

/-- The alignment `∑ p_m (3 m² - J (J + 1))` of the sublevel populations `p`. -/
def alignment (n : ℕ) (p : Fin (n + 1) → ℝ) : ℝ :=
  ∑ k, p k * (3 * mag n k ^ 2 - spin n * (spin n + 1))

/-- Sublevel probabilities with `p_m = p_(-m)`; reversing the order of the sublevels
is the map `m ↦ -m`. -/
structure IsSymmetricPopulation (n : ℕ) (p : Fin (n + 1) → ℝ) : Prop where
  nonneg : ∀ k, 0 ≤ p k
  total : ∑ k, p k = 1
  symm : ∀ k, p (Fin.rev k) = p k

/-- Equal population `1 / (2J + 1)` of all sublevels. -/
def uniform (n : ℕ) : Fin (n + 1) → ℝ := fun _ => 1 / ((n : ℝ) + 1)

/-- The population shared equally between `m = -J` and `m = J`. -/
def stretched (n : ℕ) : Fin (n + 1) → ℝ := fun k =>
  (if k = 0 then 1 / 2 else 0) + (if k = Fin.last n then 1 / 2 else 0)

/-- Reversing the order of the sublevels changes the sign of `m`. -/
theorem mag_rev (n : ℕ) (k : Fin (n + 1)) : mag n (Fin.rev k) = -mag n k := by
  have h : ((Fin.rev k : Fin (n + 1)) : ℕ) + (k : ℕ) = n := by
    have hk := k.isLt
    rw [Fin.val_rev]
    omega
  have h' : (((Fin.rev k : Fin (n + 1)) : ℕ) : ℝ) + ((k : ℕ) : ℝ) = (n : ℝ) := by
    exact_mod_cast h
  unfold mag
  linarith

/-- The alignment weights `3 m² - J (J + 1)` sum to zero over the multiplet. -/
theorem sum_weights_eq_zero (n : ℕ) :
    ∑ k : Fin (n + 1), (3 * mag n k ^ 2 - spin n * (spin n + 1)) = 0 := by
  -- closed form for a sum of shifted squares
  have closed : ∀ (a b : ℝ) (N : ℕ), ∑ k ∈ range N, (3 * ((k : ℝ) - a) ^ 2 - b) =
      N * (((N : ℝ) - 1) * (2 * N - 1) / 2 - 3 * a * (N - 1) + 3 * a ^ 2 - b) := by
    intro a b N
    induction N with
    | zero => simp
    | succ N ih =>
      rw [sum_range_succ, ih]
      push_cast
      ring
  unfold mag spin
  rw [Fin.sum_univ_eq_sum_range
    (fun k : ℕ => 3 * ((k : ℝ) - (n : ℝ) / 2) ^ 2 - (n : ℝ) / 2 * ((n : ℝ) / 2 + 1)) (n + 1),
    closed]
  push_cast
  ring

/-- For every `J` the uniform population is a symmetric population with zero alignment. -/
theorem uniform_alignment (n : ℕ) :
    IsSymmetricPopulation n (uniform n) ∧ alignment n (uniform n) = 0 := by
  have hne : (n : ℝ) + 1 ≠ 0 := by positivity
  refine ⟨⟨fun k => ?_, ?_, fun k => rfl⟩, ?_⟩
  · unfold uniform
    positivity
  · simp only [uniform, sum_const, card_univ, Fintype.card_fin, nsmul_eq_mul]
    push_cast
    exact mul_one_div_cancel hne
  · unfold alignment uniform
    rw [← mul_sum, sum_weights_eq_zero, mul_zero]

/-- The population shared by `m = J` and `m = -J` is a symmetric population with
alignment `J (2J - 1)`. -/
theorem stretched_alignment (n : ℕ) :
    IsSymmetricPopulation n (stretched n) ∧
      alignment n (stretched n) = spin n * (2 * spin n - 1) := by
  refine ⟨⟨fun k => ?_, ?_, fun k => ?_⟩, ?_⟩
  · unfold stretched
    split_ifs <;> norm_num
  · simp only [stretched, sum_add_distrib, sum_ite_eq', mem_univ, if_true]
    norm_num
  · simp only [stretched, Fin.rev_eq_iff, Fin.rev_zero, Fin.rev_last]
    ring
  · have h0 : mag n 0 = -spin n := by simp [mag, spin]
    have h1 : mag n (Fin.last n) = spin n := by
      simp only [mag, spin, Fin.val_last]
      ring
    -- only the two outermost sublevels contribute
    simp only [alignment, stretched, add_mul, ite_mul, zero_mul, sum_add_distrib,
      sum_ite_eq', mem_univ, if_true, h0, h1]
    ring

/-- No symmetric population has an alignment larger than `J (2J - 1)`. -/
theorem alignment_le (n : ℕ) (p : Fin (n + 1) → ℝ) (hp : IsSymmetricPopulation n p) :
    alignment n p ≤ spin n * (2 * spin n - 1) := by
  have hterm : ∀ k, p k * (3 * mag n k ^ 2 - spin n * (spin n + 1)) ≤
      p k * (spin n * (2 * spin n - 1)) := by
    intro k
    apply mul_le_mul_of_nonneg_left _ (hp.nonneg k)
    -- the projection never exceeds J in magnitude
    have hk : ((k : ℕ) : ℝ) ≤ (n : ℝ) := by exact_mod_cast Nat.le_of_lt_succ k.isLt
    have hk0 : (0 : ℝ) ≤ ((k : ℕ) : ℝ) := Nat.cast_nonneg _
    unfold mag spin
    nlinarith [mul_nonneg hk0 (sub_nonneg.mpr hk)]
  calc alignment n p ≤ ∑ k, p k * (spin n * (2 * spin n - 1)) :=
        sum_le_sum fun k _ => hterm k
    _ = spin n * (2 * spin n - 1) := by rw [← sum_mul, hp.total, one_mul]

/-- The alignment vanishes for every population with `p_m = p_(-m)` if and only if
`J = 0` or `J = 1/2`. -/
theorem alignment_always_zero_iff (n : ℕ) :
    (∀ p, IsSymmetricPopulation n p → alignment n p = 0) ↔ spin n = 0 ∨ spin n = 1 / 2 := by
  constructor
  · intro h
    -- test the assumption on the stretched population
    have h1 := h _ (stretched_alignment n).1
    rw [(stretched_alignment n).2] at h1
    rcases mul_eq_zero.mp h1 with h2 | h2
    · exact Or.inl h2
    · right
      linarith
  · intro h p _
    have hJ : spin n * (2 * spin n - 1) = 0 := by
      rcases h with h | h <;> rw [h] <;> norm_num
    have hn : n ≤ 1 := by
      have h' : (n : ℝ) ≤ 1 := by
        unfold spin at h
        rcases h with h | h <;> linarith
      exact_mod_cast h'
    unfold alignment
    apply sum_eq_zero
    intro k _
    -- every sublevel is an outermost one, so m² = J²
    have hm : mag n k ^ 2 = spin n ^ 2 := by
      have hk : (k : ℕ) = 0 ∨ (k : ℕ) = n := by
        have := k.isLt
        omega
      rcases hk with hk | hk
      · simp only [mag, spin, hk]
        push_cast
        ring
      · simp only [mag, spin, hk]
        ring
    rw [hm]
    linear_combination p k * hJ

/-- For `J = 3/2` a symmetric population has zero alignment if and only if it is uniform. -/
theorem three_halves_alignment_zero_iff (p : Fin (3 + 1) → ℝ)
    (hp : IsSymmetricPopulation 3 p) : alignment 3 p = 0 ↔ p = uniform 3 := by
  constructor
  · intro h
    have s0 : p 3 = p 0 := hp.symm 0
    have s1 : p 2 = p 1 := hp.symm 1
    have t : p 0 + p 1 + p 2 + p 3 = 1 := (Fin.sum_univ_four p).symm.trans hp.total
    have m0 : mag 3 0 = -3 / 2 := by
      show ((0 : ℕ) : ℝ) - ((3 : ℕ) : ℝ) / 2 = -3 / 2
      norm_num
    have m1 : mag 3 1 = -1 / 2 := by
      show ((1 : ℕ) : ℝ) - ((3 : ℕ) : ℝ) / 2 = -1 / 2
      norm_num
    have m2 : mag 3 2 = 1 / 2 := (mag_rev 3 1).trans (by rw [m1]; norm_num)
    have m3 : mag 3 3 = 3 / 2 := (mag_rev 3 0).trans (by rw [m0]; norm_num)
    have hs : spin 3 = 3 / 2 := by norm_num [spin]
    -- the outer pair has weight 3, the inner pair weight -3
    have a : alignment 3 p = 3 * (p 0 - p 1 - p 2 + p 3) := by
      unfold alignment
      refine (Fin.sum_univ_four _).trans ?_
      show p 0 * (3 * mag 3 0 ^ 2 - spin 3 * (spin 3 + 1)) +
        p 1 * (3 * mag 3 1 ^ 2 - spin 3 * (spin 3 + 1)) +
        p 2 * (3 * mag 3 2 ^ 2 - spin 3 * (spin 3 + 1)) +
        p 3 * (3 * mag 3 3 ^ 2 - spin 3 * (spin 3 + 1)) = _
      rw [m0, m1, m2, m3, hs]
      ring
    rw [a] at h
    have u : (1 : ℝ) / (((3 : ℕ) : ℝ) + 1) = 1 / 4 := by norm_num
    funext k
    unfold uniform
    rw [u]
    fin_cases k
    · show p 0 = 1 / 4
      linarith
    · show p 1 = 1 / 4
      linarith
    · show p 2 = 1 / 4
      linarith
    · show p 3 = 1 / 4
      linarith
  · intro h
    rw [h]
    exact (uniform_alignment 3).2

end

end CoreHoleAlignment
```

```lean
#print axioms CoreHoleAlignment.alignment_le
#print axioms CoreHoleAlignment.alignment_always_zero_iff
#print axioms CoreHoleAlignment.three_halves_alignment_zero_iff
```

```
'CoreHoleAlignment.alignment_le' depends on axioms: [propext, Classical.choice, Quot.sound]
'CoreHoleAlignment.alignment_always_zero_iff' depends on axioms: [propext, Classical.choice, Quot.sound]
'CoreHoleAlignment.three_halves_alignment_zero_iff' depends on axioms: [propext, Classical.choice, Quot.sound]
```

## How the theorems read in physical terms

The natural number `n` is \(2J\), so one family of statements covers integer and half-integer \(J\). `spin n` is \(J\) as a real number. An element `k` of `Fin (n + 1)` labels one of the \(2J+1\) sublevels, from the lowest projection upwards, and `mag n k` is its \(m\). A population is a function `p : Fin (n + 1) → ℝ`, and `alignment n p` is the unnormalised sum \(A\).

`IsSymmetricPopulation n p` collects the physical conditions: `nonneg` and `total` make `p` a probability distribution, and `symm` says that reversing the sublevel order leaves it unchanged. The theorem `mag_rev` confirms that this reversal is \(m\mapsto-m\). The symmetry is an assumption about how the hole was prepared; it isn't derived from a photoionisation amplitude.

The main theorem, `alignment_always_zero_iff`, says for each `n` that all symmetric populations have zero alignment if and only if `spin n` is \(0\) or \(1/2\). `uniform_alignment` and `stretched_alignment` each establish two things about their population: that it is admissible, and what its alignment is. `alignment_le` is the upper bound, and `three_halves_alignment_zero_iff` is the L₃ statement, with `n = 3`.

## How the Lean proofs follow the derivation

In `sum_weights_eq_zero`, the local statement `closed` is the formula for \(F(N)\). Its induction step adds the last term of the sum and leaves a polynomial identity to `ring`. The sum over sublevels is then rewritten as a sum over `range (n + 1)`, the formula is applied, and `ring` checks that the result is zero. `uniform_alignment` takes the common population out of the sum and uses this theorem.

In `stretched_alignment`, the simplifier collapses each sum containing an `if` to its single non-zero term. The two terms are written separately and added, which is why \(J=0\) needs no special treatment.

`alignment_le` compares the sums term by term. The product fact passed to `nlinarith` is \(k(n-k)\ge0\), the same inequality as in the derivation, and `hp.total` then removes the populations from the right-hand side.

The forward half of `alignment_always_zero_iff` applies the assumption to the stretched population and splits the product \(J(2J-1)=0\) into its two cases. The reverse half deduces `n ≤ 1`, so that each `k` is either `0` or `n`, and hence \(m^2=J^2\). It makes no use of the population's properties: at these values of \(J\) the sum is zero for any real numbers `p k`, symmetric or not.

For \(J=3/2\), the proof writes out the four terms, computes the projections and obtains three times `p 0 - p 1 - p 2 + p 3`. Here `p 0` and `p 3` are the populations of \(m=-3/2\) and \(m=3/2\). Symmetry, normalisation and zero alignment are linear equations, which `linarith` solves for each population.

## Diagonal populations, exact arithmetic and a single level

The theorems concern exact real populations of one level with a definite \(J\). They do not bound rounding errors, and they say nothing about whether a program computes its cross sections correctly. Coherences between sublevels do not appear, nor do interactions that mix levels of different \(J\), such as the coupling of the hole to an open valence shell. The angular distribution and the two-step picture belong to the physical interpretation.

Vanishing alignment is also weaker than isotropy in general. For \(J=5/2\), the populations \(p_{\pm5/2}=1/12\), \(p_{\pm3/2}=5/12\) and \(p_{\pm1/2}=0\) have zero alignment, since the weights are \(10\), \(-2\) and \(-8\). So for \(J=5/2\) the symmetry \(p_m=p_{-m}\) and \(A=0\) do not together imply equal populations, as they do for \(J=3/2\). This example is not a population that dipole photoionisation of a closed-shell atom by linearly polarised light can produce when the photoelectron is not detected: there \(p_m\) has the form \(a+b\,m^2\), and with that extra restriction, which the Lean file does not impose, zero alignment does force equal populations.
